# Metadynamics hills of finite total height cannot flatten a larger free-energy difference

Start a bias potential $V$ at zero on a set of bins, and at each step $n = 0, 1, 2, \dots$ add a hill of height $w_n \ge 0$ to one bin, chosen in any way whatever. If the heights have a finite sum $W$, the bias converges in every bin. If, in addition, two bins $a$ and $b$ have free energies with $F_a - F_b > W$, the limiting profile $F + V$ is not constant, and a difference of at least $F_a - F_b - W$ remains between these two bins.

On finitely many bins such a pair exists exactly when $\max F - \min F > W$. The condition $\sum_n w_n = W < \infty$ stands for hills that are reduced so quickly that even an infinitely long run deposits only a finite amount of bias. For metadynamics in first-principles simulation, modelled here with a fixed free energy and hills one bin wide, the result means that a reduction schedule whose heights have a finite sum has an energy budget, which can be compared with the expected free-energy difference before the run starts.

```lean
import Mathlib

open Filter Topology

namespace HillHeightsReducedTooQuickly

noncomputable section
```

## Depositing hills one bin at a time

Let $s_n$ be the bin visited at step $n$, and let $V_n(i)$ be the bias in bin $i$ after $n$ steps. The deposition rule is

$$V_0(i) = 0, \qquad V_{n+1}(i) = V_n(i) + \begin{cases} w_n & \text{if } s_n = i,\\ 0 & \text{otherwise.}\end{cases}$$

```lean
/-- The bias after `n` steps: it starts at zero, and step `n` adds a hill of height `w n`
to the visited bin `s n`. -/
def bias {ι : Type*} [DecidableEq ι] (w : ℕ → ℝ) (s : ℕ → ι) : ℕ → ι → ℝ
  | 0 => fun _ => 0
  | n + 1 => fun i => bias w s n i + if s n = i then w n else 0
```

The type `ι` is the set of bins, `w : ℕ → ℝ` lists the hill heights and `s : ℕ → ι` is the visit sequence. The bias is added to the free energy, so a hill raises the bin that it hits, and all energies are real numbers in one common unit.

No dynamics is modelled. The theorems hold for every `s`, so they apply to whatever sequence a trajectory produces, including one in which the accumulated bias steers the next visit.

The candidate for the limit is the sum of all hills that a bin ever receives:

$$V_\infty(i) = \sum_{k=0}^{\infty} \begin{cases} w_k & \text{if } s_k = i,\\ 0 & \text{otherwise.}\end{cases}$$

```lean
/-- The sum of all hills that bin `i` ever receives, for hill heights that are
nonnegative and summable. -/
def frozenBias {ι : Type*} [DecidableEq ι] (w : ℕ → ℝ) (s : ℕ → ι) (i : ι) : ℝ :=
  ∑' k, if s k = i then w k else 0
```

This is only a definition. Lean's `∑'` returns zero for a series that is not summable, so the name `frozenBias` is earned only once summability and convergence have been proved.

## The bias converges for every visit sequence

Unfolding the recursion from step $n$ back to step $0$ gives a partial sum of the same series:

$$V_n(i) = \sum_{k=0}^{n-1} \begin{cases} w_k & \text{if } s_k = i,\\ 0 & \text{otherwise.}\end{cases}$$

For $n = 0$ both sides are zero. Going from $n$ to $n+1$ adds the term $k = n$ on the right, which is what the deposition rule adds on the left.

```lean
variable {ι : Type*} [DecidableEq ι] {w : ℕ → ℝ} {W : ℝ}

/-- The bias in a bin is the sum of the hills dropped there so far. -/
theorem bias_eq_sum (w : ℕ → ℝ) (s : ℕ → ι) (n : ℕ) (i : ι) :
    bias w s n i = ∑ k ∈ Finset.range n, if s k = i then w k else 0 := by
  induction n with
  | zero => simp [bias]
  | succ n ih =>
    rw [Finset.sum_range_succ, ← ih]
    rfl
```

The induction has the same two cases. In the second, `Finset.sum_range_succ` splits off the last term and `← ih` replaces the rest by the bias after `n` steps; what is left is the definition of `bias`, so `rfl` closes it.

Each term of the series for bin $i$ is either $w_k$ or $0$, hence lies between $0$ and $w_k$. Since $\sum_k w_k$ converges, the series for each bin converges by comparison.

```lean
/-- If the nonnegative hill heights have a finite sum, so do the hills that fall
into any one bin. -/
theorem summable_hits (hw : ∀ n, 0 ≤ w n) (hs : Summable w) (s : ℕ → ι) (i : ι) :
    Summable (fun k => if s k = i then w k else 0) := by
  refine Summable.of_nonneg_of_le (fun k => ?_) (fun k => ?_) hs
  · split_ifs
    exacts [hw k, le_rfl]
  · split_ifs
    exacts [le_rfl, hw k]
```

`Summable.of_nonneg_of_le` is the comparison test. It asks for the lower and the upper bound on each term, and `split_ifs` treats a hill that hits the bin and a hill that misses it separately.

The partial sums $V_n(i)$ of a convergent series tend to its sum, so $V_n(i) \to V_\infty(i)$ for each $i$.

```lean
/-- For nonnegative hill heights with a finite sum, the bias converges in every bin,
whatever the visit sequence. -/
theorem bias_tendsto (hw : ∀ n, 0 ≤ w n) (hs : Summable w) (s : ℕ → ι) :
    Tendsto (bias w s) atTop (𝓝 (frozenBias w s)) := by
  refine tendsto_pi_nhds.2 fun i => ?_
  simp only [bias_eq_sum]
  exact (summable_hits hw hs s i).hasSum.tendsto_sum_nat
```

The statement `Tendsto (bias w s) atTop (𝓝 (frozenBias w s))` speaks of the bias as a function on the bins. Convergence of such functions means convergence in each bin, and `tendsto_pi_nhds` makes this reduction. Rewriting with `bias_eq_sum` then leaves the convergence of partial sums.

## No bin is raised by more than the total

Summing the termwise bounds $0 \le (\text{term } k) \le w_k$ over all $k$ gives

$$0 \le V_\infty(i) \le \sum_{k=0}^{\infty} w_k = W .$$

The lower value is reached by a bin that is never visited, the upper one by a bin that receives every hill.

```lean
/-- For nonnegative hill heights with total `W`, the limiting bias in each bin lies
between zero and `W`. -/
theorem frozenBias_bounds (hw : ∀ n, 0 ≤ w n) (hW : HasSum w W) (s : ℕ → ι) (i : ι) :
    0 ≤ frozenBias w s i ∧ frozenBias w s i ≤ W := by
  constructor
  · refine tsum_nonneg fun k => ?_
    split_ifs
    exacts [hw k, le_rfl]
  · refine hasSum_le (fun k => ?_) (summable_hits hw hW.summable s i).hasSum hW
    split_ifs
    exacts [le_rfl, hw k]
```

The hypothesis `HasSum w W` says that the heights are summable and that their sum is `W`. The lower bound comes from `tsum_nonneg`, and the upper bound from `hasSum_le`, which compares two convergent series term by term.

## A residual difference survives

Take two bins with $F_a - F_b > W$. The high bin $a$ is never lowered, so $V_\infty(a) \ge 0$, and the low bin $b$ is raised by at most $W$, so $V_\infty(b) \le W$. Therefore

$$\bigl(F_a + V_\infty(a)\bigr) - \bigl(F_b + V_\infty(b)\bigr) \;\ge\; F_a + 0 - F_b - W \;>\; 0 .$$

A constant profile would make the left side zero, so the limiting profile is not constant.

```lean
/-- Let the hill heights be nonnegative with total `W`, and let the free energies of two
bins differ by more than `W`. Then for every visit sequence the bias converges, a difference
of at least `F a - F b - W` remains between these bins, and the limiting `F + V` is
not constant. -/
theorem bias_freezes_at_wrong_profile (hw : ∀ n, 0 ≤ w n) (hW : HasSum w W)
    (F : ι → ℝ) {a b : ι} (hF : W < F a - F b) (s : ℕ → ι) :
    Tendsto (bias w s) atTop (𝓝 (frozenBias w s)) ∧
    F a - F b - W ≤ (F a + frozenBias w s a) - (F b + frozenBias w s b) ∧
    ¬ ∃ c, ∀ i, F i + frozenBias w s i = c := by
  -- the high bin is never lowered, the low bin is raised by at most `W`
  have ha := (frozenBias_bounds hw hW s a).1
  have hb := (frozenBias_bounds hw hW s b).2
  refine ⟨bias_tendsto hw hW.summable s, by linarith, ?_⟩
  rintro ⟨c, hc⟩
  have h1 := hc a
  have h2 := hc b
  linarith
```

The conclusion has three parts: the bias converges to `frozenBias w s`, the difference between the two bins is at least `F a - F b - W`, and no constant `c` equals `F i + frozenBias w s i` in every bin. The free energy `F : ι → ℝ` is an arbitrary given function that does not change during the run. The number of bins need not be finite, because only two of them enter the argument.

In the proof, `ha` and `hb` are the two bounds just used, and `linarith` combines them into the displayed inequality. For the last part, a supposed constant `c` is evaluated at `a` and at `b`, which contradicts `hF`.

Standard metadynamics aims at a flat $F + V$, and failure here means that this aim is missed; the well-tempered variant aims at a profile that is not flat and is not judged by this criterion. The theorem gives a way to fail and no guarantee of success: when $W$ is at least as large as every free-energy difference, the profile may still freeze in a wrong shape, for instance if all hills land in the highest bin.

## Many low bins share one budget

On finitely many bins there is a further constraint, since a hill spent in one bin is not available to another. Each hill lands in exactly one bin, so exchanging the finite sum over bins with the series over steps gives

$$\sum_i V_\infty(i) = \sum_{k=0}^{\infty} \sum_i \begin{cases} w_k & \text{if } s_k = i,\\ 0 & \text{otherwise}\end{cases} \;=\; \sum_{k=0}^{\infty} w_k = W .$$

```lean
/-- On finitely many bins, the limiting bias summed over the bins equals the total `W` of
the nonnegative hill heights. -/
theorem sum_frozenBias [Fintype ι] (hw : ∀ n, 0 ≤ w n) (hW : HasSum w W) (s : ℕ → ι) :
    ∑ i, frozenBias w s i = W := by
  have h : HasSum (fun k => ∑ i, if s k = i then w k else 0) (∑ i, frozenBias w s i) :=
    hasSum_sum fun i _ => (summable_hits hw hW.summable s i).hasSum
  -- each hill lands in exactly one bin
  have e : (fun k => ∑ i, if s k = i then w k else 0) = w := by
    funext k
    simp
  rw [e] at h
  exact h.unique hW
```

The exchange is `hasSum_sum`, which adds up finitely many convergent series. The equation `e` states that the inner sum over bins is just `w k`, and `h.unique hW` concludes because a series has only one sum.

Now suppose that $F + V_\infty$ were constant, and pick any bin $a$. Then for every $i$

$$V_\infty(i) = F_a - F_i + V_\infty(a) \ge F_a - F_i ,$$

and summing over the bins gives $W \ge \sum_i (F_a - F_i)$. A total below this sum therefore excludes a flat limit.

```lean
/-- On finitely many bins, if the total `W` of the nonnegative hill heights is less than the
sum over all bins of `F a - F i` for some bin `a`, then the limiting `F + V` is not constant
for any visit sequence. -/
theorem not_flat_of_total_lt_deficit [Fintype ι] (hw : ∀ n, 0 ≤ w n) (hW : HasSum w W)
    (F : ι → ℝ) (a : ι) (hF : W < ∑ i, (F a - F i)) (s : ℕ → ι) :
    ¬ ∃ c, ∀ i, F i + frozenBias w s i = c := by
  rintro ⟨c, hc⟩
  -- a flat profile needs every bin filled at least to the level `F a`
  have h : ∑ i, (F a - F i) ≤ ∑ i, frozenBias w s i := by
    refine Finset.sum_le_sum fun i _ => ?_
    have h1 := hc i
    have h2 := hc a
    have h3 := (frozenBias_bounds hw hW s a).1
    linarith
  rw [sum_frozenBias hw hW s] at h
  linarith
```

The inequality `h` is the summed bound. `Finset.sum_le_sum` reduces it to one bin at a time, where `h1` and `h2` express flatness at `i` and at `a`, and `h3` is $V_\infty(a) \ge 0$. Replacing the summed bias by `W` contradicts `hF`.

The criterion is most useful when $a$ is a highest bin. All terms of the sum are then nonnegative, and one of them is $\max F - \min F$, so the criterion detects every failure that the comparison of two bins detects. It can also detect more. With free energies $(1, 0, 0)$ and $W = 1.5$, no two bins differ by more than $W$, but filling both low bins to the level of the high one takes a total of $2$.

## Geometrically reduced hills

A simple schedule multiplies the height by a fixed factor after each hill: $w_n = h\,r^n$ with $h \ge 0$ and $0 \le r < 1$. Its total is

$$W = \sum_{n=0}^{\infty} h\,r^n = \frac{h}{1-r},$$

so a free-energy difference above $h/(1-r)$ is never flattened. Hills that start at 1 kJ/mol and shrink by 5 % each time deposit 20 kJ/mol in all. If two bins differ by 50 kJ/mol, at least 30 kJ/mol of the difference remains, however long the run.

```lean
/-- Hills of height `h * r ^ n`, with `0 ≤ h` and `0 ≤ r < 1`, do not flatten a profile in
which the free energies of two bins differ by more than `h / (1 - r)`. -/
theorem geometric_hills_not_flat {h r : ℝ} (hh : 0 ≤ h) (hr0 : 0 ≤ r) (hr1 : r < 1)
    (F : ι → ℝ) {a b : ι} (hF : h / (1 - r) < F a - F b) (s : ℕ → ι) :
    ¬ ∃ c, ∀ i, F i + frozenBias (fun n => h * r ^ n) s i = c := by
  have hsum : HasSum (fun n : ℕ => h * r ^ n) (h / (1 - r)) := by
    rw [div_eq_mul_inv]
    exact (hasSum_geometric_of_lt_one hr0 hr1).mul_left h
  exact (bias_freezes_at_wrong_profile
    (fun n => mul_nonneg hh (pow_nonneg hr0 n)) hsum F hF s).2.2
```

`hasSum_geometric_of_lt_one` supplies the geometric series, `mul_left` multiplies it by `h`, and the suffix `.2.2` picks the third part of the main theorem, the absence of a flat limit.

## At equality the profile can become flat

The main theorem requires $F_a - F_b$ to be strictly larger than $W$. To see what happens at equality, take two bins with free energies $(0, W)$, where $W \ge 0$, and drop hills of height

$$w_n = \frac{W}{2^{\,n+1}}, \qquad \sum_{n=0}^{\infty} w_n = W,$$

always in the first bin. The bias tends to $(W, 0)$, and the limiting profile is $(0 + W,\; W + 0) = (W, W)$, which is constant. A difference equal to the total is thus not enough to exclude a flat limit.

```lean
/-- Two bins with free energies `0` and `W ≥ 0`: successively halved hills of total `W`, all dropped
in the first bin, give a bias that converges to `(W, 0)`, and the limiting `F + V` is constant. -/
theorem threshold_is_sharp (hW : 0 ≤ W) :
    (∀ n : ℕ, 0 ≤ W / 2 / 2 ^ n) ∧
    HasSum (fun n : ℕ => W / 2 / 2 ^ n) W ∧
    Tendsto (bias (fun n : ℕ => W / 2 / 2 ^ n) (fun _ => (0 : Fin 2))) atTop
      (𝓝 (![W, 0] : Fin 2 → ℝ)) ∧
    ∀ i, (![0, W] : Fin 2 → ℝ) i + (![W, 0] : Fin 2 → ℝ) i = W := by
  have h : HasSum (fun n : ℕ => W / 2 / 2 ^ n) W := hasSum_geometric_two' W
  refine ⟨fun n => by positivity, h, ?_, ?_⟩
  · refine tendsto_pi_nhds.2 (Fin.forall_fin_two.2 ⟨?_, ?_⟩)
    · -- the first bin collects the whole geometric series
      simp only [bias_eq_sum, ↓reduceIte]
      exact h.tendsto_sum_nat
    · -- the second bin is never visited
      simp [bias_eq_sum]
  · intro i
    fin_cases i <;> simp

end

end HillHeightsReducedTooQuickly
```

The bins are the two elements of `Fin 2`, the constant function `fun _ => (0 : Fin 2)` is the visit sequence, and `W / 2 / 2 ^ n` is the height $W/2^{n+1}$. The four parts of the statement say that the heights are nonnegative, that they sum to `W`, that the bias converges to `![W, 0]`, and that free energy plus bias equals `W` in both bins. Convergence is checked bin by bin: the first bin collects the whole geometric series, and the second stays at zero.

```lean
#print axioms HillHeightsReducedTooQuickly.not_flat_of_total_lt_deficit
#print axioms HillHeightsReducedTooQuickly.geometric_hills_not_flat
#print axioms HillHeightsReducedTooQuickly.threshold_is_sharp
```

```
'HillHeightsReducedTooQuickly.not_flat_of_total_lt_deficit' depends on axioms: [propext, Classical.choice, Quot.sound]
'HillHeightsReducedTooQuickly.geometric_hills_not_flat' depends on axioms: [propext, Classical.choice, Quot.sound]
'HillHeightsReducedTooQuickly.threshold_is_sharp' depends on axioms: [propext, Classical.choice, Quot.sound]
```

## Hills that spread over several bins

The hills used in practice have a width. They could have been modelled by a kernel $K(i,j)$ with values between $0$ and $1$, where a hill centred on bin $j$ adds $w_n K(i,j)$ to bin $i$. Each bin would still receive between $0$ and $w_n$ per step, so the convergence argument, the bounds $0 \le V_\infty(i) \le W$ and the residual difference would carry over unchanged.

The budget shared between the bins would change. A hill centred on $j$ would contribute $w_n \sum_i K(i,j)$ to the summed bias, so on finitely many bins the same argument would give the criterion for many low bins with $W$ replaced by $W \max_j \sum_i K(i,j)$. Broad hills fill several bins at once, and a total that is too small for one-bin hills might then suffice.
